# Schwarz bound on the coupling of two excitations when the matrix of integrals is real and positive semidefinite

The lemma says that the squared coupling integral between two excitations is at most the product of their diagonal integrals. In mathematical terms, a real positive semidefinite matrix `M` satisfies `M m n ^ 2 ≤ M m m * M n n` for any indices `m` and `n`. Positive semidefiniteness is assumed, not derived from an interaction, and the index set need not be finite. The attempt takes the two-by-two submatrix belonging to `m` and `n`, whose determinant is non-negative, and then uses the symmetry of `M` to turn the product of the off-diagonal entries into a square.

An attempt in Lean 4 with a fault in it:

```lean
import Mathlib

open Matrix

namespace OppositeSpinMP2

noncomputable section

variable {ι : Type*}

/-- Schwarz inequality for the integrals: the squared coupling of two excitations is at most the
product of their diagonal integrals. -/
theorem integral_schwarz {M : Matrix ι ι ℝ} (hM : M.PosSemidef) (m n : ι) :
    M m n ^ 2 ≤ M m m * M n n := by
  -- the principal minor belonging to `m` and `n` is non-negative
  have h : 0 ≤ M m m * M n n - M m n * M n m := by
    simpa [Matrix.det_fin_two] using (hM.submatrix ![m, n]).det_nonneg
  have hs : M n m = M m n := by simpa using hM.isHermitian.apply m n
  rw [hs] at h
  rw [sq]
  linarith

end

end OppositeSpinMP2
```

The compiler's answer:

```
Main.lean:17:4: error: Type mismatch: After simplification, term
  PosSemidef.det_nonneg (PosSemidef.submatrix hM ![m, n])
 has type
  0 ≤ det (vecCons (fun j => M m (![m, n] j)) (vecCons (fun j => M n (![m, n] j)) !![,,]))
but is expected to have type
  M m n * M n m ≤ M m m * M n n
```

Diagnosis. The one error says that, after simplification, the supplied fact and the goal still have different forms. `simpa` has turned the goal into `M m n * M n m ≤ M m m * M n n`, as intended. In the supplied fact, however, it has rewritten the submatrix into explicit rows built with `vecCons`, and the determinant of that matrix is left standing. `Matrix.det_fin_two`, though given to `simpa`, has not expanded it; the message does not say why the lemma failed to apply to this form.

The repair first names the determinant inequality `hdet`, with the submatrix still intact. `rw [Matrix.det_fin_two] at hdet` then expands the determinant into the difference of two products of entries, before any simplification can reshape the matrix. Those entries are still written as entries of the submatrix, but by definition they are the entries of `M` at `m` and `n`, so `exact hdet` closes the goal without further rewriting.

As a diff, the version that Lean accepts:

```diff
@@ -15,5 +15,7 @@
   -- the principal minor belonging to `m` and `n` is non-negative
   have h : 0 ≤ M m m * M n n - M m n * M n m := by
-    simpa [Matrix.det_fin_two] using (hM.submatrix ![m, n]).det_nonneg
+    have hdet := (hM.submatrix ![m, n]).det_nonneg
+    rw [Matrix.det_fin_two] at hdet
+    exact hdet
   have hs : M n m = M m n := by simpa using hM.isHermitian.apply m n
   rw [hs] at h
```
